# Propagators with the same constant generator compose by adding their time steps

The theorem `exp_mul` says that propagating with exp(*atH*) and exp(*btH*) amounts to a single propagation with exp((*a* + *b*)*tH*), for rational *a* and *b*. Here *H* is the generator of the evolution, with all prefactors absorbed: for the Schrödinger equation with a time-independent Hamiltonian it stands for −i/ħ times that Hamiltonian. The exponentials are formal power series in *t*, so convergence plays no part, and *H* may be any element of a ring that is an algebra over the rationals. The proof compares the coefficients of *tⁿ* on the two sides. On the left this gives a sum over pairs (*i*, *j*) with *i* + *j* = *n*, on the right the binomial expansion of (*a* + *b*)*ⁿ*, and the two are to be matched term by term through the factorial formula for binomial coefficients.

In Lean, a first try:

```lean
import Mathlib

open PowerSeries (coeff coeff_mul coeff_mk)

namespace ExpMul

noncomputable section

variable {A : Type*} [Ring A] [Algebra ℚ A]

/-- The series `S(c t)`: the time step of `S(t)` is rescaled by the rational factor `c`. -/
def scale (c : ℚ) (S : PowerSeries A) : PowerSeries A :=
  PowerSeries.mk fun n => c ^ n • coeff n S

/-- The exact propagator `exp(t H)` as a formal power series in the time step `t`. -/
def expSeries (H : A) : PowerSeries A :=
  PowerSeries.mk fun n => ((n.factorial : ℚ)⁻¹) • H ^ n

/-- Exact propagation composes: `exp(a t H) exp(b t H) = exp((a + b) t H)`. -/
theorem exp_mul (H : A) (a b : ℚ) :
    scale a (expSeries H) * scale b (expSeries H) = scale (a + b) (expSeries H) := by
  ext n
  rw [coeff_mul]
  simp only [scale, expSeries, coeff_mk]
  rw [(Commute.all a b).add_pow', Finset.sum_smul]
  refine Finset.sum_congr rfl ?_
  rintro ⟨i, j⟩ hij
  obtain rfl := Finset.mem_antidiagonal.mp hij
  have h : ((i + j).choose i : ℚ) * i.factorial * j.factorial = (i + j).factorial := by
    exact_mod_cast Nat.add_choose_mul_factorial_mul_factorial i j
  have hi : (i.factorial : ℚ) ≠ 0 := by exact_mod_cast i.factorial_ne_zero
  have hj : (j.factorial : ℚ) ≠ 0 := by exact_mod_cast j.factorial_ne_zero
  have hn : ((i + j).factorial : ℚ) ≠ 0 := by exact_mod_cast (i + j).factorial_ne_zero
  have hc : ((i + j).choose i : ℚ) * ((i + j).factorial : ℚ)⁻¹
      = (i.factorial : ℚ)⁻¹ * (j.factorial : ℚ)⁻¹ := by
    field_simp
    linear_combination h
  simp only [smul_smul, smul_mul_smul_comm, ← pow_add, nsmul_eq_mul]
  congr 1
  linear_combination (-(a ^ i * b ^ j)) * hc

end

end ExpMul
```

Compiling this gives:

```
Main.lean:28:43: error: Application type mismatch: The argument
  hij
has type
  (i, j) ∈ Finset.HasAntidiagonal.antidiagonal n
but is expected to have type
  ?m.93 ∈ Finset.antidiagonal ?m.90 ?m.91 ?m.92
in the application
  Finset.mem_antidiagonal.mp hij
```

Cause. The message concerns the step that turns membership of (*i*, *j*) in the antidiagonal into the equation *i* + *j* = *n*. The hypothesis `hij` speaks of `Finset.HasAntidiagonal.antidiagonal n`, but the lemma `Finset.mem_antidiagonal` is about a different function, `Finset.antidiagonal`, which takes three explicit arguments. Lean cannot match the two, so it rejects `hij` as an argument. The repair names `Finset.HasAntidiagonal.mem_antidiagonal`, the membership lemma for the antidiagonal that does occur in `hij`.

The other change answers a fault that Lean had not yet reported, since the proof stopped at the first error. The claim `h` is written with `(i + j).choose i`, whereas `Nat.add_choose_mul_factorial_mul_factorial i j` is stated with `(i + j).choose j`. The numbers are equal, but `exact_mod_cast` only adjusts casts and does not supply the symmetry of binomial coefficients. Rewriting with `Nat.choose_symm_add` first puts the goal in the lemma's form.

After these edits no error is left:

```diff
@@ -26,6 +26,7 @@
   refine Finset.sum_congr rfl ?_
   rintro ⟨i, j⟩ hij
-  obtain rfl := Finset.mem_antidiagonal.mp hij
+  obtain rfl := Finset.HasAntidiagonal.mem_antidiagonal.mp hij
   have h : ((i + j).choose i : ℚ) * i.factorial * j.factorial = (i + j).factorial := by
+    rw [Nat.choose_symm_add]
     exact_mod_cast Nat.add_choose_mul_factorial_mul_factorial i j
   have hi : (i.factorial : ℚ) ≠ 0 := by exact_mod_cast i.factorial_ne_zero
```
